# A pair potential does not couple Slater determinants from one orthonormal set of orbitals that share at most N − 3 of their N orbitals

## States as functions on configurations

An N-particle state is represented here as a complex function of the particle coordinates, and the interaction as multiplication by a function of the same coordinates. Another formulation uses creation and annihilation operators on Fock space. With functions, antisymmetry sits in the determinant and the interaction keeps its familiar form, a sum of V(x_i, x_k) over pairs.

The one-particle space X is a finite set. Its points may be lattice sites, grid points, or sites combined with a spin value. A configuration x assigns a point x_i of X to each particle i, and integrals over space become finite sums.

Let φ_c be a family of complex orbitals on X, labelled by c and orthonormal:

    ∑_y conj(φ_c(y)) φ_d(y) = 1 if c = d, and 0 otherwise.

A list a of N labels defines the determinant

    Ψ_a(x) = det[φ_{a(i)}(x_j)],

where i numbers the rows and j the columns. The matrix element of a multiplication operator W between two such determinants is

    ⟨a|W|b⟩ = ∑_x conj(Ψ_a(x)) W(x) Ψ_b(x),

with x running over all configurations. The determinants carry no factor 1/√N!, so for lists without repetition the normalised matrix element is this number divided by N!. That factor has no effect on whether the element vanishes.

## The vanishing rule and its use

Suppose that the entries of a are distinct and that a and b have at most N − 3 labels in common. Then

    ⟨a| ∑_{i<k} V(x_i, x_k) |b⟩ = 0

for every complex function V on X × X, whether or not it is symmetric or real.

Among the Slater–Condon rules for a pair potential, this is the one that gives zero whatever the potential. The formulas for determinants that differ in two orbitals or fewer, written with one- and two-electron integrals, are a separate matter and are not derived here.

In a configuration-interaction calculation with orthonormal orbitals on a finite set of sites or grid points, the rule identifies entries of the pair-potential part of the Hamiltonian matrix that are zero for every V: a determinant can be coupled only to those that differ from it in at most two orbitals. How many such zeros there are depends on the number of particles and on the determinants included; for N < 3 the rule supplies none.

## Derivation: one particle is always left over

Expand both determinants over permutations σ and τ:

    Ψ_a(x) = ∑_σ sgn(σ) ∏_l φ_{a(σ(l))}(x_l)
    Ψ_b(x) = ∑_τ sgn(τ) ∏_l φ_{b(τ(l))}(x_l)

By linearity, the matrix element is a signed sum, over pairs i < k and permutations σ and τ, of the terms

    T = ∑_x [∏_l conj(φ_{a(σ(l))}(x_l))] V(x_i, x_k) [∏_l φ_{b(τ(l))}(x_l)].

Each T vanishes separately, for a reason that combines counting with orthogonality.

**Counting.** Fix i, k, σ and τ. Suppose that every particle j other than i and k had the same orbital on both sides, a(σ(j)) = b(τ(j)). There are N − 2 such particles. Their labels a(σ(j)) are distinct, because a has no repetitions and σ is a permutation, and each of them occurs in both lists. The lists would then share at least N − 2 labels, contrary to the assumption. Hence some particle j outside {i, k} has a(σ(j)) ≠ b(τ(j)).

**Orthogonality.** The potential V(x_i, x_k) does not involve x_j. The sum over x_j can therefore be carried out on its own, and it contributes the factor

    ∑_y conj(φ_{a(σ(j))}(y)) φ_{b(τ(j))}(y) = 0.

So T = 0, and the whole matrix element is zero.

Of the interaction, which is a multiplication operator, the argument uses only the number of particles on which each term acts. If each term acts on p particles, N − p particles remain, and a mismatch among them is certain as soon as the number of shared labels plus p is less than N. For p = 2 this is the rule above.

## Two examples at the edge of the rule

The first example shows that the bound on shared orbitals cannot be raised to N − 2. Take two particles on four sites, with four orbitals whose amplitudes are ±1/2 in a Hadamard pattern. Let a = (0, 1) and b = (2, 3), which share N − 2 = 0 labels. Let V equal 1 when one particle is on site 0 and the other on site 1, and 0 otherwise. Only the configurations (0, 1) and (1, 0) contribute. In the first, both determinants equal −1/2; in the second, both equal +1/2. The matrix element is 1/4 + 1/4 = 1/2, or 1/4 with normalised determinants.

The second example drops orthogonality between the orbitals of the two lists, while each list by itself remains orthonormal. Take three sites and six labels 0, …, 5, let φ_0 = φ_3, φ_1 = φ_4 and φ_2 = φ_5 be the functions concentrated on the first, second and third site, and set V = 1. The lists (0, 1, 2) and (3, 4, 5) have no label in common, so the count for N = 3 is satisfied, yet both give the same determinant. The interaction equals 3 for each configuration, and the normalised matrix element is 3. This example is a calculation by hand and is not part of the Lean code.

## How the Lean statement expresses the physics

In `slater_condon_vanishing`, the type `X` is the one-particle space, `ι` is the type of orbital labels, and a configuration is a function `Fin N → X`, so particles are numbered from 0 to N − 1. The hypothesis `hφ : OrthonormalOrbitals φ` is the orthonormality relation.

The lists `a` and `b` have type `Fin N → ι`, and `occupied a` is the set of labels that occur in `a`. The hypothesis `ha` says that the entries of `a` are distinct. It serves the counting step; if it failed, Ψ_a would have two equal rows and would be zero anyway. No such condition is placed on `b`.

The condition on shared orbitals is written `(occupied a ∩ occupied b).card + 3 ≤ N`. This avoids subtraction of natural numbers, and it makes the theorem empty for N < 3, where no pair of lists can satisfy it.

The function `pairInteraction V` sums over `i` and over `k ∈ Finset.Ioi i`, the indices above `i`, so each pair is counted once. In `many_body_vanishing`, the interaction is a sum over all `p`-element sets `s` of particles. The hypothesis `hw` says that the term `w s` depends only on the coordinates of the particles in `s`; the terms may differ from one set to another.

The theorems concern multiplication operators on a finite space. Kinetic energy, nonlocal potentials and continuous coordinates are not covered.

```lean
import Mathlib

open scoped ComplexConjugate

namespace SlaterCondonVanishing

noncomputable section

variable {X ι : Type*} [Fintype X] [DecidableEq ι] {N : ℕ}

/-- The orbitals `φ a` are orthonormal functions on the finite one-particle space `X`. -/
def OrthonormalOrbitals (φ : ι → X → ℂ) : Prop :=
  ∀ a b, ∑ x, conj (φ a x) * φ b x = if a = b then 1 else 0

/-- The set of orbitals occurring in the list `a`. -/
def occupied (a : Fin N → ι) : Finset ι := Finset.univ.image a

omit [Fintype X] [DecidableEq ι] in
/-- The unnormalised Slater determinant of the orbitals listed by `a`, at the
configuration `x` of `N` particles. -/
def slater (φ : ι → X → ℂ) (a : Fin N → ι) (x : Fin N → X) : ℂ :=
  Matrix.det (Matrix.of fun i j => φ (a i) (x j))

/-- The matrix element of the multiplication operator `W` between the Slater determinants
listed by `a` and `b`. -/
def matrixElement (φ : ι → X → ℂ) (W : (Fin N → X) → ℂ) (a b : Fin N → ι) : ℂ :=
  ∑ x : Fin N → X, conj (slater φ a x) * W x * slater φ b x

/-- The two-body interaction: the sum of `V (x i) (x k)` over all pairs `i < k`. -/
def pairInteraction (V : X → X → ℂ) (x : Fin N → X) : ℂ :=
  ∑ i, ∑ k ∈ Finset.Ioi i, V (x i) (x k)

/-- Let the orbitals be orthonormal. If `F` does not depend on particle `j`, and `j` occupies
different orbitals in two orbital products, then the matrix element of `F` between these products
vanishes. -/
theorem product_element_eq_zero {φ : ι → X → ℂ} (hφ : OrthonormalOrbitals φ)
    (u v : Fin N → ι) (F : (Fin N → X) → ℂ) (j : Fin N)
    (hF : ∀ x y, (∀ i, i ≠ j → x i = y i) → F x = F y) (huv : u j ≠ v j) :
    ∑ x : Fin N → X, (∏ i, conj (φ (u i) (x i))) * F x * ∏ i, φ (v i) (x i) = 0 := by
  cases N with
  | zero => exact j.elim0
  | succ n =>
    -- separate the coordinate of particle `j` from the others
    rw [← (Fin.insertNthEquiv (fun _ => X) j).sum_comp, Fintype.sum_prod_type_right]
    refine Finset.sum_eq_zero fun z _ => ?_
    rcases isEmpty_or_nonempty X with hX | ⟨⟨y₀⟩⟩
    · simp
    have key : ∀ y : X,
        (∏ i, conj (φ (u i) (Fin.insertNthEquiv (fun _ => X) j (y, z) i))) *
          F (Fin.insertNthEquiv (fun _ => X) j (y, z)) *
          ∏ i, φ (v i) (Fin.insertNthEquiv (fun _ => X) j (y, z) i) =
        (conj (φ (u j) y) * φ (v j) y) *
          ((∏ i, conj (φ (u (j.succAbove i)) (z i))) *
            F (Fin.insertNthEquiv (fun _ => X) j (y₀, z)) *
            ∏ i, φ (v (j.succAbove i)) (z i)) := by
      intro y
      have hy : F (Fin.insertNthEquiv (fun _ => X) j (y, z)) =
          F (Fin.insertNthEquiv (fun _ => X) j (y₀, z)) := by
        apply hF
        intro i hi
        obtain ⟨k, rfl⟩ := Fin.exists_succAbove_eq hi
        simp [Fin.insertNthEquiv]
      rw [hy, Fin.prod_univ_succAbove _ j, Fin.prod_univ_succAbove _ j]
      simp only [Fin.insertNthEquiv, Equiv.coe_fn_mk, Fin.insertNth_apply_same,
        Fin.insertNth_apply_succAbove]
      ring
    -- orthogonality in the coordinate of particle `j`
    rw [Finset.sum_congr rfl fun y _ => key y, ← Finset.sum_mul, hφ, if_neg huv, zero_mul]

/-- If `a` has no repetitions, and the shared orbitals and the particles in `s` together number
fewer than `N`, then under any two permutations some particle outside `s` has different orbitals in
`a` and `b`. -/
theorem exists_mismatch {a b : Fin N → ι} (ha : Function.Injective a) (s : Finset (Fin N))
    (h : (occupied a ∩ occupied b).card + s.card < N) (σ τ : Equiv.Perm (Fin N)) :
    ∃ j, j ∉ s ∧ a (σ j) ≠ b (τ j) := by
  by_contra hcon
  have hall : ∀ j, j ∉ s → a (σ j) = b (τ j) :=
    fun j hj => by_contra fun hne => hcon ⟨j, hj, hne⟩
  have hinj : Function.Injective (fun j => a (σ j)) := ha.comp σ.injective
  -- otherwise every particle outside `s` would carry its own shared orbital
  have hsub : sᶜ.image (fun j => a (σ j)) ⊆ occupied a ∩ occupied b := by
    intro c hc
    obtain ⟨j, hj, hjc⟩ := Finset.mem_image.mp hc
    have h1 : a (σ j) = c := hjc
    have h2 : b (τ j) = c := (hall j (Finset.mem_compl.mp hj)).symm.trans h1
    exact Finset.mem_inter.mpr ⟨Finset.mem_image.mpr ⟨σ j, Finset.mem_univ _, h1⟩,
      Finset.mem_image.mpr ⟨τ j, Finset.mem_univ _, h2⟩⟩
  have hc := Finset.card_le_card hsub
  rw [Finset.card_image_of_injective _ hinj, Finset.card_compl, Fintype.card_fin] at hc
  omega

/-- Let the orbitals be orthonormal and let `a` have no repetitions. A multiplication operator `F`
that depends only on the particles in `s` has zero matrix element between the determinants listed by
`a` and `b` if the number of shared orbitals plus the size of `s` is less than `N`. -/
theorem cluster_element_eq_zero {φ : ι → X → ℂ} (hφ : OrthonormalOrbitals φ)
    {a b : Fin N → ι} (ha : Function.Injective a) (s : Finset (Fin N))
    (h : (occupied a ∩ occupied b).card + s.card < N) (F : (Fin N → X) → ℂ)
    (hF : ∀ x y, (∀ i ∈ s, x i = y i) → F x = F y) :
    matrixElement φ F a b = 0 := by
  -- expand both determinants over permutations
  have expand : ∀ x : Fin N → X, conj (slater φ a x) * F x * slater φ b x =
      ∑ σ : Equiv.Perm (Fin N), ∑ τ : Equiv.Perm (Fin N),
        (((Equiv.Perm.sign σ : ℤ) : ℂ) * ((Equiv.Perm.sign τ : ℤ) : ℂ)) *
          ((∏ i, conj (φ (a (σ i)) (x i))) * F x * ∏ i, φ (b (τ i)) (x i)) := by
    intro x
    unfold slater
    rw [Matrix.det_apply', Matrix.det_apply', map_sum, Finset.sum_mul, Finset.sum_mul]
    refine Finset.sum_congr rfl fun σ _ => ?_
    rw [Finset.mul_sum]
    refine Finset.sum_congr rfl fun τ _ => ?_
    simp only [map_mul, map_prod, map_intCast, Matrix.of_apply]
    ring
  unfold matrixElement
  rw [Finset.sum_congr rfl fun x _ => expand x, Finset.sum_comm]
  refine Finset.sum_eq_zero fun σ _ => ?_
  rw [Finset.sum_comm]
  refine Finset.sum_eq_zero fun τ _ => ?_
  -- each pair of permutations leaves a mismatched particle untouched by `F`
  obtain ⟨j, hj, hne⟩ := exists_mismatch ha s h σ τ
  rw [← Finset.mul_sum, product_element_eq_zero hφ (fun i => a (σ i)) (fun i => b (τ i)) F j
    (fun x y hxy => hF x y fun i hi => hxy i fun hij => hj (hij ▸ hi)) hne, mul_zero]

omit [DecidableEq ι] in
/-- The matrix element of a sum of operators is the sum of their matrix elements. -/
theorem matrixElement_sum {κ : Type*} (φ : ι → X → ℂ) (t : Finset κ)
    (F : κ → (Fin N → X) → ℂ) (a b : Fin N → ι) :
    matrixElement φ (fun x => ∑ c ∈ t, F c x) a b = ∑ c ∈ t, matrixElement φ (F c) a b := by
  unfold matrixElement
  rw [Finset.sum_comm]
  refine Finset.sum_congr rfl fun x _ => ?_
  rw [Finset.mul_sum, Finset.sum_mul]

/-- Vanishing rule for `p`-body multiplication operators: for orthonormal orbitals and a list `a`
without repetitions, the matrix element is zero when the number of shared orbitals plus `p` is less
than `N`. -/
theorem many_body_vanishing {φ : ι → X → ℂ} (hφ : OrthonormalOrbitals φ)
    {a b : Fin N → ι} (ha : Function.Injective a) (p : ℕ)
    (h : (occupied a ∩ occupied b).card + p < N) (w : Finset (Fin N) → (Fin N → X) → ℂ)
    (hw : ∀ s x y, (∀ i ∈ s, x i = y i) → w s x = w s y) :
    matrixElement φ (fun x => ∑ s ∈ Finset.powersetCard p Finset.univ, w s x) a b = 0 := by
  rw [matrixElement_sum]
  refine Finset.sum_eq_zero fun s hs => cluster_element_eq_zero hφ ha s ?_ (w s) (hw s)
  rw [(Finset.mem_powersetCard.mp hs).2]
  exact h

/-- Slater-Condon vanishing rule for pair potentials: let the orbitals be orthonormal and let `a`
have no repetitions. If `a` and `b` share at most `N - 3` orbitals, the interaction with pair
potential `V` has zero matrix element between their determinants. -/
theorem slater_condon_vanishing {φ : ι → X → ℂ} (hφ : OrthonormalOrbitals φ)
    {a b : Fin N → ι} (ha : Function.Injective a)
    (h : (occupied a ∩ occupied b).card + 3 ≤ N) (V : X → X → ℂ) :
    matrixElement φ (pairInteraction V) a b = 0 := by
  refine (matrixElement_sum φ Finset.univ
    (fun i x => ∑ k ∈ Finset.Ioi i, V (x i) (x k)) a b).trans
    (Finset.sum_eq_zero fun i _ => ?_)
  refine (matrixElement_sum φ (Finset.Ioi i) (fun k x => V (x i) (x k)) a b).trans
    (Finset.sum_eq_zero fun k _ => ?_)
  -- the pair term acts on the particles `i` and `k` only
  have hcard : ({i, k} : Finset (Fin N)).card ≤ 2 := Finset.card_le_two
  refine cluster_element_eq_zero hφ ha {i, k} (by omega) _ fun x y hxy => ?_
  have hi : x i = y i := hxy i (by simp)
  have hk : x k = y k := hxy k (by simp)
  simp only [hi, hk]

/-- Four orbitals on four sites, with amplitudes `1/2` or `-1/2` in a Hadamard pattern. -/
def hadamardOrbital (a x : Fin 4) : ℂ :=
  (!![1, 1, 1, 1; 1, -1, 1, -1; 1, 1, -1, -1; 1, -1, -1, 1] : Matrix (Fin 4) (Fin 4) ℂ) a x / 2

/-- A symmetric interaction of unit strength between a particle on site 0 and one on site 1. -/
def bondInteraction (x y : Fin 4) : ℂ :=
  if (x = 0 ∧ y = 1) ∨ (x = 1 ∧ y = 0) then 1 else 0

/-- The four Hadamard orbitals are orthonormal. -/
theorem orthonormalOrbitals_witness : OrthonormalOrbitals hadamardOrbital := by
  intro a b
  have h2 : (starRingEnd ℂ) 2 = 2 := map_ofNat (starRingEnd ℂ) 2
  fin_cases a <;> fin_cases b <;>
    simp [hadamardOrbital, Fin.sum_univ_four] <;> norm_num [h2]

/-- The lists `(0, 1)` and `(2, 3)` share no orbital, and the bond interaction has matrix element
`1/2` between their unnormalised determinants of Hadamard orbitals. -/
theorem double_excitation_sharp :
    (occupied (![0, 1] : Fin 2 → Fin 4) ∩ occupied (![2, 3] : Fin 2 → Fin 4)).card = 0 ∧
    matrixElement hadamardOrbital (pairInteraction bondInteraction) ![0, 1] ![2, 3] = 1 / 2 := by
  refine ⟨by decide, ?_⟩
  have h0 : Finset.Ioi (0 : Fin 2) = {1} := by decide
  have h1 : Finset.Ioi (1 : Fin 2) = ∅ := by decide
  have hV : ∀ x : Fin 2 → Fin 4,
      pairInteraction bondInteraction x = bondInteraction (x 0) (x 1) := by
    intro x
    simp [pairInteraction, Fin.sum_univ_two, h0, h1]
  unfold matrixElement
  rw [← (finTwoArrowEquiv (Fin 4)).symm.sum_comp, Fintype.sum_prod_type]
  simp [hV, slater, Matrix.det_fin_two, Fin.sum_univ_four, bondInteraction, hadamardOrbital,
    finTwoArrowEquiv]
  have h2 : (starRingEnd ℂ) 2 = 2 := map_ofNat (starRingEnd ℂ) 2
  norm_num [h2]

end

end SlaterCondonVanishing
```

```lean
#print axioms SlaterCondonVanishing.many_body_vanishing
#print axioms SlaterCondonVanishing.slater_condon_vanishing
#print axioms SlaterCondonVanishing.double_excitation_sharp
```

```
'SlaterCondonVanishing.many_body_vanishing' depends on axioms: [propext, Classical.choice, Quot.sound]
'SlaterCondonVanishing.slater_condon_vanishing' depends on axioms: [propext, Classical.choice, Quot.sound]
'SlaterCondonVanishing.double_excitation_sharp' depends on axioms: [propext, Classical.choice, Quot.sound]
```

## How the proof follows the derivation

`product_element_eq_zero` is the orthogonality step for a single pair of orbital products. The equivalence `Fin.insertNthEquiv` splits a configuration into the coordinate `y` of particle `j` and the remaining coordinates `z`. The intermediate claim `key` then writes the summand as the two orbital factors of particle `j` times an expression free of `y`. To make that independence visible, `F` is evaluated at a fixed reference point `y₀` in place of `y`, which `hF` permits. The last line pulls the common factor out of the sum over `y` and applies `hφ` to the two different labels.

`exists_mismatch` is the counting step, for an arbitrary set `s` of particles on which the interaction acts. It argues by contradiction: if all particles outside `s` matched, the image of the complement of `s` under `a ∘ σ` would lie inside the set of shared labels. Injectivity gives that image N − |s| elements, and `omega` finds the conflict with the hypothesis.

`cluster_element_eq_zero` joins the two steps. Its claim `expand` is the double permutation expansion, obtained from `Matrix.det_apply'`. Exchanging the order of summation with `Finset.sum_comm` brings the permutations outside the sum over configurations. For each pair σ, τ, `exists_mismatch` supplies the particle `j` and `product_element_eq_zero` removes the term.

`matrixElement_sum` is linearity in the operator. With it, `many_body_vanishing` reduces to one cluster of `p` particles at a time. The two-body theorem applies linearity twice, once for each index of the pair, and then uses the cluster result with `s = {i, k}`, a set of at most two elements.

The remaining theorems establish the Hadamard example. `orthonormalOrbitals_witness` checks all sixteen inner products by cases. `double_excitation_sharp` confirms that the two lists share no label, reduces the interaction for two particles to the single term `bondInteraction (x 0) (x 1)`, and evaluates the sum over the sixteen configurations to `1 / 2`.
